# A complex matrix is Hermitian and idempotent with trace k exactly when k orthonormal orbitals produce it

Suppose an energy is minimised over density matrices P directly, with the orbitals never written down. If the constraints on P admitted a matrix that no set of k orbitals produces, the minimum could lie below the energy of every single determinant, and there would be no orbitals to recover from it. For k electrons in a finite orthonormal basis of spin orbitals, with every occupation 0 or 1, the constraints Pᴴ = P, PP = P and tr P = k exclude this.

Here Pᴴ is the conjugate transpose. The claim is that P satisfies the three constraints if and only if

P = C Cᴴ with Cᴴ C = 1

for some matrix C with k columns. The columns are the coefficient vectors of the occupied orbitals, and they are fixed up to a unitary rotation among themselves.

## Removing one orbital at a time

Let P be Hermitian and idempotent. Then P = PᴴP, so

tr P = tr(PᴴP) = Σ_j Σ_i |P_ij|².

If the trace is zero, every entry vanishes and P = 0.

If P ≠ 0, some column j is nonzero. Call it w, with w_i = P_ij. Idempotency gives

(Pw)_i = Σ_l P_il P_lj = P_ij = w_i.

With s = Σ_i |w_i|² > 0, the vector v = w/√s satisfies vᴴv = 1 and Pv = v. It is an occupied orbital.

Let Q = vvᴴ. Then Qᴴ = Q, QQ = v(vᴴv)vᴴ = Q and PQ = (Pv)vᴴ = Q. The adjoint of the last equation is QP = Q. Hence P − Q is Hermitian, and

(P − Q)(P − Q) = P − Q − Q + Q = P − Q,
tr(P − Q) = tr P − vᴴv = tr P − 1.

Now use induction on k. For k = 0, P = 0 and C has no columns. For trace k + 1, P is nonzero, so an orbital v can be removed. By induction the remainder is P − Q = C Cᴴ with k orthonormal columns. Since (P − Q)v = v − v = 0,

Cᴴv = (CᴴC)Cᴴv = Cᴴ(C Cᴴ)v = Cᴴ(P − Q)v = 0.

So v is orthogonal to the columns of C. Placing it in front of them gives k + 1 orthonormal columns whose density matrix is vvᴴ + C Cᴴ = P.

Conversely, if P = C Cᴴ and CᴴC = 1, then P is Hermitian, PP = C(CᴴC)Cᴴ = P, and tr P = tr(CᴴC) = k.

For the rotation, let C Cᴴ = D Dᴴ with DᴴD = 1, and set U = CᴴD. Then

CU = C CᴴD = D DᴴD = D,
UᴴU = DᴴC CᴴD = DᴴD = 1.

In the other direction, if D = CU with U unitary, then D Dᴴ = C UUᴴ Cᴴ = C Cᴴ.

## One electron in two basis functions

Take the matrix with rows (1/2, −i/2) and (i/2, 1/2). Its trace is 1. The first column is w = (1/2, i/2), with s = 1/2, so

v = (1/√2, i/√2).

The off-diagonal entry v₁ conj(v₂) = −i/2 agrees with P₁₂, and the other entries of vvᴴ agree as well, so nothing remains after one removal. Normalising the second column gives −i v instead. The two choices differ by the one-by-one unitary U = −i, a phase.

## Density matrices and orbitals in Lean

The basis functions are labelled by a finite type `n`, which may be empty.

```lean
import Mathlib

open Matrix

namespace IdempotentDensityOrbitals

noncomputable section

variable {n : Type*} [Fintype n]
```

`IsDensityProjector P` collects the first two constraints. The trace condition is stated separately, as `P.trace = k` with `k` a natural number: it is the electron count, and it is assumed.

```lean
/-- A one-particle density matrix in an orthonormal basis that is Hermitian and idempotent. -/
def IsDensityProjector (P : Matrix n n ℂ) : Prop :=
  Pᴴ = P ∧ P * P = P
```

`orbitalDensity v` is the matrix Q above, with entries v_i conj(v_j); `star` is complex conjugation.

```lean
/-- The density matrix `|v⟩⟨v|` of a single orbital with coefficient vector `v`. -/
def orbitalDensity (v : n → ℂ) : Matrix n n ℂ :=
  Matrix.of fun i j => v i * star (v j)
```

Orthonormality of the basis enters through the absence of an overlap matrix. A model for non-orthogonal atomic orbitals would carry a positive definite overlap matrix S, and the conditions would become PSP = P, tr(PS) = k and CᴴSC = 1. The definitions here are the case S = 1. They also leave out fractional occupations and infinite-dimensional orbital spaces. The spin-summed density matrix of a closed-shell determinant, with doubly occupied spatial orbitals, must be halved before they apply, and k then counts those orbitals instead of the electrons.

The zero-trace lemma writes the trace as a real sum of squared moduli. A vanishing sum of nonnegative terms has vanishing terms, which is applied first to the columns and then to the entries.

```lean
/-- A Hermitian idempotent density matrix with zero trace vanishes. -/
theorem eq_zero_of_trace_eq_zero {P : Matrix n n ℂ} (hP : IsDensityProjector P)
    (ht : P.trace = 0) : P = 0 := by
  -- the trace is the sum of the squared moduli of all entries
  have h : ((∑ j, ∑ i, Complex.normSq (P i j) : ℝ) : ℂ) = 0 := by
    calc ((∑ j, ∑ i, Complex.normSq (P i j) : ℝ) : ℂ) = (Pᴴ * P).trace := by
          simp only [Complex.ofReal_sum, Matrix.trace, Matrix.diag_apply, Matrix.mul_apply,
            Matrix.conjTranspose_apply, Complex.normSq_eq_conj_mul_self, starRingEnd_apply]
      _ = 0 := by rw [hP.1, hP.2, ht]
  have h0 := Complex.ofReal_eq_zero.1 h
  ext i j
  have h1 := (Finset.sum_eq_zero_iff_of_nonneg
    (fun j _ => Finset.sum_nonneg fun i _ => Complex.normSq_nonneg (P i j))).1 h0 j
    (Finset.mem_univ j)
  have h2 := (Finset.sum_eq_zero_iff_of_nonneg
    (fun i _ => Complex.normSq_nonneg (P i j))).1 h1 i (Finset.mem_univ i)
  exact Complex.normSq_eq_zero.1 h2
```

The next lemma needs only idempotency. `hPw` reads Pw = w off column `j` of PP = P, and the real number `r` is the normalising factor 1/√s.

```lean
/-- A nonzero idempotent matrix leaves some normalised orbital unchanged. -/
theorem exists_occupied_orbital {P : Matrix n n ℂ} (hP : P * P = P) (hne : P ≠ 0) :
    ∃ v : n → ℂ, star v ⬝ᵥ v = 1 ∧ P *ᵥ v = v := by
  obtain ⟨i₀, j, hij⟩ : ∃ i j, P i j ≠ 0 := by
    by_contra h
    exact hne (by ext i j; by_contra hij; exact h ⟨i, j, hij⟩)
  -- a nonzero column of `P` is fixed by `P`
  obtain ⟨w, hw⟩ : ∃ w : n → ℂ, w = fun i => P i j := ⟨_, rfl⟩
  have hPw : P *ᵥ w = w := by
    subst hw
    funext i
    exact congrFun (congrFun hP i) j
  obtain ⟨s, hs⟩ : ∃ s : ℝ, s = ∑ i, Complex.normSq (w i) := ⟨_, rfl⟩
  have hpos : 0 < s := by
    rw [hs]
    refine Finset.sum_pos' (fun i _ => Complex.normSq_nonneg _) ⟨i₀, Finset.mem_univ _, ?_⟩
    rw [hw]
    exact Complex.normSq_pos.2 hij
  have hww : star w ⬝ᵥ w = (s : ℂ) := by
    rw [hs]
    simp only [dotProduct, Pi.star_apply, Complex.ofReal_sum,
      Complex.normSq_eq_conj_mul_self, starRingEnd_apply]
  -- normalise it
  obtain ⟨r, hr⟩ : ∃ r : ℝ, r * r * s = 1 := by
    refine ⟨(√s)⁻¹, ?_⟩
    have h1 := Real.mul_self_sqrt hpos.le
    have h2 : √s ≠ 0 := (Real.sqrt_pos.2 hpos).ne'
    calc (√s)⁻¹ * (√s)⁻¹ * s = (√s)⁻¹ * (√s)⁻¹ * (√s * √s) := by rw [h1]
      _ = 1 := by field_simp
  have hstar : star (r : ℂ) = r := Complex.conj_ofReal r
  refine ⟨(r : ℂ) • w, ?_, by rw [Matrix.mulVec_smul, hPw]⟩
  rw [star_smul, smul_dotProduct, dotProduct_smul, hww, hstar, smul_eq_mul, smul_eq_mul,
    ← mul_assoc]
  exact_mod_cast hr
```

A normalised orbital is fixed by its own density matrix: Qv = v.

```lean
/-- The density matrix of a normalised orbital leaves that orbital unchanged. -/
theorem orbitalDensity_mulVec_self {v : n → ℂ} (hn : star v ⬝ᵥ v = 1) :
    orbitalDensity v *ᵥ v = v := by
  funext i
  have h : ∑ k, star (v k) * v k = 1 := hn
  change ∑ k, v i * star (v k) * v k = v i
  simp only [mul_assoc]
  rw [← Finset.mul_sum, h, mul_one]
```

In the removal step, `key` says that any matrix A with Av = v satisfies AQ = Q. It is used for A = P and for A = Q, and the adjoint of the first result supplies QP = Q.

```lean
/-- Removing a normalised occupied orbital from a Hermitian idempotent density matrix leaves a
Hermitian idempotent density matrix whose trace is lower by one. -/
theorem remove_orbital {P : Matrix n n ℂ} (hP : IsDensityProjector P) {v : n → ℂ}
    (hn : star v ⬝ᵥ v = 1) (hv : P *ᵥ v = v) :
    IsDensityProjector (P - orbitalDensity v) ∧
      (P - orbitalDensity v).trace = P.trace - 1 := by
  have hQ : (orbitalDensity v)ᴴ = orbitalDensity v := by
    ext i j
    change star (v j * star (v i)) = v i * star (v j)
    rw [star_mul, star_star]
  -- any matrix that fixes `v` fixes `|v⟩⟨v|` from the left
  have key : ∀ A : Matrix n n ℂ, A *ᵥ v = v → A * orbitalDensity v = orbitalDensity v := by
    intro A hA
    ext i j
    have hi : ∑ k, A i k * v k = v i := congrFun hA i
    rw [Matrix.mul_apply]
    change ∑ k, A i k * (v k * star (v j)) = v i * star (v j)
    simp only [← mul_assoc]
    rw [← Finset.sum_mul, hi]
  have hPQ := key P hv
  have hQQ := key _ (orbitalDensity_mulVec_self hn)
  have hQP : orbitalDensity v * P = orbitalDensity v := by
    have h := congrArg Matrix.conjTranspose hPQ
    rwa [Matrix.conjTranspose_mul, hQ, hP.1] at h
  refine ⟨⟨by rw [Matrix.conjTranspose_sub, hP.1, hQ], ?_⟩, ?_⟩
  · rw [Matrix.sub_mul, Matrix.mul_sub, Matrix.mul_sub, hP.2, hPQ, hQP, hQQ, sub_self, sub_zero]
  · have ht : (orbitalDensity v).trace = 1 := by
      rw [← hn]
      exact Finset.sum_congr rfl fun i _ => mul_comm (v i) (star (v i))
    rw [Matrix.trace_sub, ht]
```

The induction leaves `P` general, so that its hypothesis applies to the remainder. `hCv` is the orthogonality Cᴴv = 0, and `Fin.cons` places v in front of the old columns. The facts `h00`, `h01`, `h10` and `h11` are the four blocks of the new overlap matrix.

```lean
/-- Every Hermitian idempotent density matrix with trace `k` is built from `k` orthonormal
orbitals, the columns of `C`. -/
theorem exists_orthonormal_orbitals (k : ℕ) : ∀ P : Matrix n n ℂ, IsDensityProjector P →
    P.trace = k → ∃ C : Matrix n (Fin k) ℂ, Cᴴ * C = 1 ∧ P = C * Cᴴ := by
  induction k with
  | zero =>
    intro P hP ht
    have h0 := eq_zero_of_trace_eq_zero hP (by rw [ht, Nat.cast_zero])
    refine ⟨0, ?_, by rw [h0, Matrix.zero_mul]⟩
    ext a
    exact a.elim0
  | succ k ih =>
    intro P hP ht
    have hne : P ≠ 0 := by
      intro h
      rw [h, Matrix.trace_zero] at ht
      exact (Nat.cast_ne_zero (R := ℂ)).2 (Nat.succ_ne_zero k) ht.symm
    -- split off one occupied orbital and treat the rest by induction
    obtain ⟨v, hn, hv⟩ := exists_occupied_orbital hP.2 hne
    obtain ⟨hR, hRt⟩ := remove_orbital hP hn hv
    obtain ⟨C, hC, hPC⟩ := ih _ hR (by rw [hRt, ht]; push_cast; ring)
    -- the remaining orbitals are orthogonal to `v`
    have hRv : (P - orbitalDensity v) *ᵥ v = 0 := by
      rw [Matrix.sub_mulVec, hv, orbitalDensity_mulVec_self hn, sub_self]
    have hCv : Cᴴ *ᵥ v = 0 := by
      calc Cᴴ *ᵥ v = (Cᴴ * C) *ᵥ (Cᴴ *ᵥ v) := by rw [hC, Matrix.one_mulVec]
        _ = Cᴴ *ᵥ ((C * Cᴴ) *ᵥ v) := by simp only [Matrix.mulVec_mulVec, Matrix.mul_assoc]
        _ = 0 := by rw [← hPC, hRv, Matrix.mulVec_zero]
    have h00 : ∑ i, star (v i) * v i = 1 := hn
    have h10 : ∀ a, ∑ i, star (C i a) * v i = 0 := fun a => congrFun hCv a
    have h01 : ∀ a, ∑ i, star (v i) * C i a = 0 := by
      intro a
      calc ∑ i, star (v i) * C i a = star (∑ i, star (C i a) * v i) := by
            simp only [star_sum, star_mul, star_star]
        _ = 0 := by rw [h10, star_zero]
    have h11 : ∀ a b, ∑ i, star (C i a) * C i b = (1 : Matrix (Fin k) (Fin k) ℂ) a b :=
      fun a b => congrFun (congrFun hC a) b
    refine ⟨Matrix.of fun i => (Fin.cons (v i) (fun a => C i a) : Fin (k + 1) → ℂ), ?_, ?_⟩
    · ext a b
      induction a using Fin.cases with
      | zero =>
        induction b using Fin.cases with
        | zero => exact h00.trans (Matrix.one_apply_eq _).symm
        | succ b => exact (h01 b).trans (Matrix.one_apply_ne (Fin.succ_ne_zero b).symm).symm
      | succ a =>
        induction b using Fin.cases with
        | zero => exact (h10 a).trans (Matrix.one_apply_ne (Fin.succ_ne_zero a)).symm
        | succ b => exact (h11 a b).trans (by simp [Matrix.one_apply])
    · ext i j
      have h : P i j - v i * star (v j) = ∑ a, C i a * star (C j a) :=
        congrFun (congrFun hPC i) j
      rw [Matrix.mul_apply, Fin.sum_univ_succ]
      change P i j = v i * star (v j) + ∑ a, C i a * star (C j a)
      rw [← h]
      ring
```

The equivalence joins this theorem to the direct calculation of the converse.

```lean
/-- A density matrix is Hermitian and idempotent with trace `k` exactly when it is built from
`k` orthonormal orbitals. -/
theorem isDensityProjector_iff_orbitals (P : Matrix n n ℂ) (k : ℕ) :
    (IsDensityProjector P ∧ P.trace = k) ↔
      ∃ C : Matrix n (Fin k) ℂ, Cᴴ * C = 1 ∧ P = C * Cᴴ := by
  constructor
  · rintro ⟨hP, ht⟩
    exact exists_orthonormal_orbitals k P hP ht
  · rintro ⟨C, hC, rfl⟩
    refine ⟨⟨by rw [Matrix.conjTranspose_mul, Matrix.conjTranspose_conjTranspose], ?_⟩, ?_⟩
    · calc C * Cᴴ * (C * Cᴴ) = C * (Cᴴ * C) * Cᴴ := by simp only [Matrix.mul_assoc]
        _ = C * Cᴴ := by rw [hC, Matrix.mul_one]
    · rw [Matrix.trace_mul_comm, hC, Matrix.trace_one, Fintype.card_fin]
```

In the rotation theorem only `D` is assumed orthonormal. Either side of the equivalence then forces the columns of `C` to be orthonormal too. Because U is square, `mul_eq_one_comm` turns UᴴU = 1 into UUᴴ = 1.

```lean
/-- A set of `k` orbitals `C` gives the same density matrix as a set of `k` orthonormal orbitals
`D` exactly when a unitary rotation among the orbitals turns `C` into `D`. -/
theorem same_density_iff_unitary_rotation {k : ℕ} {C D : Matrix n (Fin k) ℂ}
    (hD : Dᴴ * D = 1) :
    C * Cᴴ = D * Dᴴ ↔ ∃ U : Matrix (Fin k) (Fin k) ℂ, Uᴴ * U = 1 ∧ D = C * U := by
  constructor
  · intro h
    -- the rotation is the overlap matrix of the two orbital sets
    have hCU : C * (Cᴴ * D) = D := by
      rw [← Matrix.mul_assoc, h, Matrix.mul_assoc, hD, Matrix.mul_one]
    refine ⟨Cᴴ * D, ?_, hCU.symm⟩
    rw [Matrix.conjTranspose_mul, Matrix.conjTranspose_conjTranspose, Matrix.mul_assoc, hCU, hD]
  · rintro ⟨U, hU, rfl⟩
    have hU' : U * Uᴴ = 1 := mul_eq_one_comm.1 hU
    rw [Matrix.conjTranspose_mul]
    calc C * Cᴴ = C * (U * Uᴴ) * Cᴴ := by rw [hU', Matrix.mul_one]
      _ = C * U * (Uᴴ * Cᴴ) := by simp only [Matrix.mul_assoc]
```

The last theorem checks, entry by entry, that the two-by-two matrix of the example meets all three constraints with k = 1.

```lean
/-- An explicit complex two-by-two density matrix that is Hermitian and idempotent with
trace one. -/
theorem isDensityProjector_witness :
    IsDensityProjector !![1 / 2, -Complex.I / 2; Complex.I / 2, 1 / 2] ∧
      (!![1 / 2, -Complex.I / 2; Complex.I / 2, 1 / 2] : Matrix (Fin 2) (Fin 2) ℂ).trace
        = (1 : ℕ) := by
  refine ⟨⟨?_, ?_⟩, ?_⟩
  · ext i j
    fin_cases i <;> fin_cases j <;> simp
  · ext i j
    fin_cases i <;> fin_cases j <;>
      simp [Matrix.mul_apply, Fin.sum_univ_succ, Complex.ext_iff] <;> norm_num
  · norm_num [Matrix.trace_fin_two]

end

end IdempotentDensityOrbitals
```

```lean
#print axioms IdempotentDensityOrbitals.isDensityProjector_iff_orbitals
-- 'IdempotentDensityOrbitals.isDensityProjector_iff_orbitals' depends on axioms: [propext, Classical.choice, Quot.sound]
#print axioms IdempotentDensityOrbitals.same_density_iff_unitary_rotation
-- 'IdempotentDensityOrbitals.same_density_iff_unitary_rotation' depends on axioms: [propext, Classical.choice, Quot.sound]
```
